# For a unit vector and finitely many fermionic modes, an idempotent one-particle density matrix determines the two-particle density matrix

**Q:** Take two modes, 0 and 1, with annihilators a_0, a_1 and creators c_0, c_1, and a unit vector v in which both are filled. With g_pq = ⟨v, c_p a_q v⟩, that means g_00 = g_11 = 1 and g_01 = g_10 = 0. The pair expectation ⟨v, c_0 c_1 a_1 a_0 v⟩ should be 1. Can you get that without writing v as a determinant?

**A:** Yes. A full mode accepts no further particle:

‖c_0 v‖² = ⟨v, a_0 c_0 v⟩ = 1 − g_00 = 0

Now move a_0 to the left. Passing a_1 and c_1 costs two signs, and passing c_0 leaves a contraction:

c_0 c_1 a_1 a_0 v = c_0 a_0 c_1 a_1 v = c_1 a_1 v − a_0 c_0 c_1 a_1 v

In the expectation value the last term is ⟨c_0 v, c_0 c_1 a_1 v⟩ = 0, so the result is g_11 = 1. For a general g with g² = g, the same argument works with projected modes in place of full ones.

**Q:** What does the formal version take as its space? I would expect a Fock space with a vacuum.

**A:** It needs neither. `E` is any complex inner-product space, possibly with further degrees of freedom, and `ι` is a finite set of labels for the modes, for instance spin orbitals.

In Lean 4 with Mathlib:

```lean
import Mathlib

open Finset

namespace IdempotentDensityMatrix

noncomputable section

variable {ι E : Type*} [Fintype ι] [DecidableEq ι]
  [NormedAddCommGroup E] [InnerProductSpace ℂ E]
```

The operators are linear maps defined on all of `E`, with these relations:

```lean
/-- Fermionic annihilators `a p` and creators `c p`: they are mutually adjoint and obey the
canonical anticommutation relations. -/
structure IsCAR (a c : ι → E →ₗ[ℂ] E) : Prop where
  adj : ∀ p x y, inner ℂ (c p x) y = inner ℂ x (a p y)
  anti : ∀ p q x, a p (a q x) + a q (a p x) = 0
  mixed : ∀ p q x, a p (c q x) + c q (a p x) = if p = q then x else 0
```

**Q:** There is no anticommutator for two creators.

**A:** It follows by taking adjoints in `anti`. The field `adj` says ⟨c_p x, y⟩ = ⟨x, a_p y⟩, and `mixed` is a_p c_q + c_q a_p = δ_pq applied to a vector. These relations are the postulate that the particles are fermions in orthonormal modes; a non-orthogonal basis would put an overlap matrix in place of δ_pq.

**Q:** And the density matrices? Conventions differ.

**A:** The creator's index comes first in g, and the trace of g is the mean number of particles in the modes `ι` for a normalised state:

```lean
/-- The one-particle density matrix `g_pq = ⟨v, c_p a_q v⟩`. -/
def oneRDM (a c : ι → E →ₗ[ℂ] E) (v : E) : Matrix ι ι ℂ :=
  Matrix.of fun p q => inner ℂ v (c p (a q v))
```

The two-particle matrix has no factor 1/2, and its annihilators stand in the order s, r:

```lean
/-- The two-particle density matrix `⟨v, c_p c_q a_s a_r v⟩`. -/
def twoRDM (a c : ι → E →ₗ[ℂ] E) (v : E) (p q r s : ι) : ℂ :=
  inner ℂ v (c p (c q (a s (a r v))))
```

**Q:** How does g² = g, a statement about numbers, become a statement about vectors?

**A:** Through overlaps. Adjointness gives

⟨a_p v, a_q v⟩ = ⟨v, c_p a_q v⟩ = g_pq

so g is the Gram matrix of the states with one particle removed. In particular, the complex conjugate of g_rt is g_tr.

```lean
variable {a c : ι → E →ₗ[ℂ] E} {v : E}

omit [Fintype ι] in
/-- The one-particle density matrix is the table of overlaps between the states obtained from
`v` by removing one particle. -/
theorem inner_annihilated (h : IsCAR a c) (p q : ι) :
    inner ℂ (a p v) (a q v) = oneRDM a c v p q := by
  rw [← inner_conj_symm, ← h.adj, inner_conj_symm]
  rfl
```

Now let d_r = a_r v − Σ_t g_tr a_t v. Then

⟨a_p v, d_r⟩ = g_pr − Σ_t g_pt g_tr = g_pr − (g²)_pr = 0

Since d_r is itself a combination of the vectors a_p v, it is orthogonal to itself and vanishes:

a_r v = Σ_t g_tr a_t v

In the code, `horth` is the orthogonality, `hspan` is the remark about combinations, and `inner_self_eq_zero` concludes.

```lean
/-- If `g² = g`, removing a particle from mode `r` is the same as removing it from the
projected mode: `a_r v = ∑ t, g_tr a_t v`. -/
theorem annihilate_eq_projected (h : IsCAR a c)
    (hg : oneRDM a c v * oneRDM a c v = oneRDM a c v) (r : ι) :
    a r v = ∑ t, oneRDM a c v t r • a t v := by
  -- the difference is orthogonal to every `a p v`
  have horth : ∀ p, inner ℂ (a p v) (a r v - ∑ t, oneRDM a c v t r • a t v) = 0 := by
    intro p
    have e := congrFun (congrFun hg p) r
    rw [Matrix.mul_apply] at e
    simp only [inner_sub_right, inner_sum, inner_smul_right, inner_annihilated h]
    rw [sub_eq_zero, ← e]
    exact Finset.sum_congr rfl fun t _ => mul_comm _ _
  -- and it is itself a combination of these vectors
  have hspan : ∀ w, (∀ p, inner ℂ (a p v) w = 0) →
      inner ℂ (a r v - ∑ t, oneRDM a c v t r • a t v) w = 0 := by
    intro w hw
    simp only [inner_sub_left, sum_inner, inner_smul_left, hw, mul_zero,
      Finset.sum_const_zero, sub_self]
  exact sub_eq_zero.1 ((inner_self_eq_zero (𝕜 := ℂ)).1 (hspan _ horth))
```

**Q:** That handles removal. In the two-mode case you needed a blocked creator.

**A:** The overlaps with one particle added are

⟨c_p v, c_q v⟩ = ⟨v, a_p c_q v⟩ = δ_pq − g_qp

where the δ_pq uses ‖v‖ = 1. Put u_r = Σ_q g_rq c_q v. Then

⟨c_p v, u_r⟩ = Σ_q g_rq (δ_pq − g_qp) = g_rp − (g²)_rp = 0

and u_r = 0 by the same reasoning. Here `hac` is the table of overlaps, and the other two steps keep their names.

```lean
/-- If `g² = g`, no particle can be added to a projected mode: `∑ q, g_rq c_q v = 0`. -/
theorem create_projected_eq_zero (h : IsCAR a c) (hv : ‖v‖ = 1)
    (hg : oneRDM a c v * oneRDM a c v = oneRDM a c v) (r : ι) :
    ∑ q, oneRDM a c v r q • c q v = 0 := by
  -- overlaps of the states with one particle added
  have hac : ∀ p q, inner ℂ (c p v) (c q v) =
      (if p = q then 1 else 0) - oneRDM a c v q p := by
    intro p q
    rw [h.adj, eq_sub_of_add_eq (h.mixed p q v), inner_sub_right]
    split_ifs <;> simp [oneRDM, hv, inner_self_eq_norm_sq_to_K]
  have horth : ∀ p, inner ℂ (c p v) (∑ q, oneRDM a c v r q • c q v) = 0 := by
    intro p
    have e := congrFun (congrFun hg r) p
    rw [Matrix.mul_apply] at e
    simp only [inner_sum, inner_smul_right, hac, mul_sub, Finset.sum_sub_distrib, mul_ite,
      mul_one, mul_zero, Finset.sum_ite_eq, Finset.mem_univ, if_true]
    rw [sub_eq_zero]
    exact e.symm
  have hspan : ∀ w, (∀ p, inner ℂ (c p v) w = 0) →
      inner ℂ (∑ q, oneRDM a c v r q • c q v) w = 0 := by
    intro w hw
    simp only [sum_inner, inner_smul_left, hw, mul_zero, Finset.sum_const_zero]
  exact (inner_self_eq_zero (𝕜 := ℂ)).1 (hspan _ horth)
```

Pairing u_r = 0 with an arbitrary vector y and moving each creator across gives

0 = ⟨u_r, y⟩ = Σ_t g_tr ⟨c_t v, y⟩ = Σ_t g_tr ⟨v, a_t y⟩

The inner product is conjugate-linear in its first argument, which turns g_rt into g_tr; `hc` records this.

```lean
/-- If `g² = g`, a projected annihilator standing leftmost has no matrix element with `v`:
`∑ t, g_tr ⟨v, a_t y⟩ = 0` for every `y`. -/
theorem projected_annihilator_left (h : IsCAR a c) (hv : ‖v‖ = 1)
    (hg : oneRDM a c v * oneRDM a c v = oneRDM a c v) (r : ι) (y : E) :
    ∑ t, oneRDM a c v t r * inner ℂ v (a t y) = 0 := by
  have hc : ∀ t, (starRingEnd ℂ) (oneRDM a c v r t) = oneRDM a c v t r := by
    intro t
    rw [← inner_annihilated h r t, ← inner_annihilated h t r, inner_conj_symm]
  have e := congrArg (fun w => inner ℂ w y) (create_projected_eq_zero h hv hg r)
  simp only [sum_inner, inner_smul_left, inner_zero_left, h.adj, hc] at e
  exact e
```

**Q:** Then the main result should be the two-mode calculation with a sum in front.

**A:** It is. For each t, anticommute a_t to the far left:

c_p c_q a_s a_t v = −c_p c_q a_t a_s v

= −δ_tq c_p a_s v + c_p a_t c_q a_s v

= −δ_tq c_p a_s v + δ_tp c_q a_s v − a_t c_p c_q a_s v

Taking the expectation value gives

⟨v, c_p c_q a_s a_t v⟩ = δ_tp g_qs − δ_tq g_ps − ⟨v, a_t c_p c_q a_s v⟩

Multiply by g_tr and sum over t. The left side becomes ⟨v, c_p c_q a_s a_r v⟩, because Σ_t g_tr a_t v = a_r v. The last term on the right vanishes by the previous lemma with y = c_p c_q a_s v. What remains is

⟨v, c_p c_q a_s a_r v⟩ = g_pr g_qs − g_ps g_qr

The theorem reads: if `a` and `c` satisfy `IsCAR`, `v` has norm 1, and the matrix product of g with itself is g, then this holds for all p, q, r, s, coinciding indices included. The displayed identity for fixed t is `key`, the vanishing term is `hleft`, and the final `simp only` carries out the sum.

```lean
/-- If the one-particle density matrix of a unit vector is idempotent, the two-particle density
matrix is its antisymmetrised product: `⟨v, c_p c_q a_s a_r v⟩ = g_pr g_qs - g_ps g_qr`. -/
theorem twoRDM_eq_of_idempotent (h : IsCAR a c) (hv : ‖v‖ = 1)
    (hg : oneRDM a c v * oneRDM a c v = oneRDM a c v) (p q r s : ι) :
    twoRDM a c v p q r s =
      oneRDM a c v p r * oneRDM a c v q s - oneRDM a c v p s * oneRDM a c v q r := by
  -- anticommute `a t` to the far left, collecting two contractions
  have key : ∀ t, inner ℂ v (c p (c q (a s (a t v)))) =
      (if t = p then oneRDM a c v q s else 0) - (if t = q then oneRDM a c v p s else 0)
        - inner ℂ v (a t (c p (c q (a s v)))) := by
    intro t
    have h1 : a s (a t v) = -(a t (a s v)) := eq_neg_of_add_eq_zero_left (h.anti s t v)
    have h2 := eq_sub_of_add_eq ((add_comm _ _).trans (h.mixed t q (a s v)))
    have h3 := eq_sub_of_add_eq ((add_comm _ _).trans (h.mixed t p (c q (a s v))))
    rw [h1, map_neg, h2, neg_sub, map_sub, h3]
    split_ifs <;> simp only [oneRDM, Matrix.of_apply, inner_sub_right, inner_zero_right,
      map_zero] <;> ring
  have hleft := projected_annihilator_left h hv hg r (c p (c q (a s v)))
  unfold twoRDM
  rw [annihilate_eq_projected h hg r]
  simp only [map_sum, map_smul, inner_sum, inner_smul_right, key, mul_sub,
    Finset.sum_sub_distrib, hleft, mul_ite, mul_zero, Finset.sum_ite_eq', Finset.mem_univ,
    if_true, sub_zero]
  ring
```

**Q:** People would call this Wick's theorem for a Slater determinant. Is it?

**A:** It is the two-body formula from that setting, reached from the idempotency of g for a unit vector. The theorem neither writes v as a determinant nor treats products of more operators. For finitely many modes and a state with idempotent g, it makes the expectation value of a Hamiltonian with one- and two-body terms in these modes only a function of g, in the form of the Hartree–Fock energy expression. Whether such a state is a good approximation to an interacting ground state is a separate matter.

**Q:** You never fixed the particle number. Could v be a superposition of different numbers?

**A:** If g² = g, the number of particles in the modes `ι` is sharp; nothing is said about modes outside `ι`, if `E` has any. Insert the projected form of a_q v into the number operator:

Σ_q c_q a_q v = Σ_q Σ_t g_tq c_q a_t v

= Σ_q Σ_t g_tq (δ_tq v − a_t c_q v)

= (tr g) v − Σ_t a_t (Σ_q g_tq c_q v)

= (tr g) v

The inner sum in the third line is u_t = 0. So v is an eigenvector of the number operator on these modes, with eigenvalue tr g. In the proof, `step` is the substitution with the anticommutator, and `hz` removes the remainder after `Finset.sum_comm` has exchanged the sums.

```lean
/-- If the one-particle density matrix of a unit vector is idempotent, the vector is an
eigenvector of the number operator `∑ q, c_q a_q` with eigenvalue `tr g`. -/
theorem number_sharp_of_idempotent (h : IsCAR a c) (hv : ‖v‖ = 1)
    (hg : oneRDM a c v * oneRDM a c v = oneRDM a c v) :
    ∑ q, c q (a q v) = (oneRDM a c v).trace • v := by
  have step : ∀ q, c q (a q v) =
      ∑ t, oneRDM a c v t q • ((if t = q then v else 0) - a t (c q v)) := by
    intro q
    rw [congrArg (c q) (annihilate_eq_projected h hg q), map_sum]
    refine Finset.sum_congr rfl fun t _ => ?_
    rw [map_smul, eq_sub_of_add_eq ((add_comm _ _).trans (h.mixed t q v))]
  have hz : ∀ t, ∑ q, oneRDM a c v t q • a t (c q v) = 0 := by
    intro t
    have e := congrArg (a t) (create_projected_eq_zero h hv hg t)
    simpa only [map_sum, map_smul, map_zero] using e
  rw [Finset.sum_congr rfl fun q _ => step q, Finset.sum_comm]
  simp only [smul_sub, Finset.sum_sub_distrib, hz, sub_zero, smul_ite, smul_zero,
    Finset.sum_ite_eq, Finset.mem_univ, if_true, Matrix.trace, Matrix.diag_apply,
    Finset.sum_smul]
```

**Q:** I would like to see a state that meets all the conditions, preferably with off-diagonal elements in g.

**A:** The file builds the two-mode Fock space explicitly, as ℂ⁴ with basis |00⟩, |10⟩, |01⟩, |11⟩, where the first digit is the occupation of mode 0.

```lean
/-- The Fock space of two modes, with coordinates along `|00⟩, |10⟩, |01⟩, |11⟩`. -/
abbrev Fock := EuclideanSpace ℂ (Fin 4)

/-- The two annihilators on the two-mode Fock space. -/
def lower (p : Fin 2) : Fock →ₗ[ℂ] Fock where
  toFun x := WithLp.toLp 2 (![![x 1, 0, x 3, 0], ![x 2, -x 3, 0, 0]] p)
  map_add' x y := by ext i; fin_cases p <;> fin_cases i <;> simp [add_comm]
  map_smul' k x := by ext i; fin_cases p <;> fin_cases i <;> simp

/-- The two creators on the two-mode Fock space. -/
def raise (p : Fin 2) : Fock →ₗ[ℂ] Fock where
  toFun x := WithLp.toLp 2 (![![0, x 0, 0, x 2], ![0, 0, x 0, -x 1]] p)
  map_add' x y := by ext i; fin_cases p <;> fin_cases i <;> simp [add_comm]
  map_smul' k x := by ext i; fin_cases p <;> fin_cases i <;> simp
```

The minus signs fix the ordering convention |11⟩ = c_0 c_1 |00⟩. The relations are then checked component by component, with `fin_cases` running through the modes and coordinates.

```lean
/-- The operators on the two-mode Fock space are mutually adjoint and obey the canonical
anticommutation relations. -/
theorem isCAR_witness : IsCAR lower raise where
  adj p x y := by
    fin_cases p <;> simp [lower, raise, PiLp.inner_apply, Fin.sum_univ_four]
  anti p q x := by
    ext i; fin_cases p <;> fin_cases q <;> fin_cases i <;> simp [lower]
  mixed p q x := by
    ext i; fin_cases p <;> fin_cases q <;> fin_cases i <;> simp [lower, raise]
```

One electron shared between the modes, v = (3/5)|10⟩ + (4/5)|01⟩, has

g_00 = 9/25, g_01 = g_10 = 12/25, g_11 = 16/25

This is the projector onto the occupied orbital with amplitudes 3/5 and 4/5, so g² = g although neither mode is full or empty.

```lean
/-- One electron shared between two modes, `(3/5)|10⟩ + (4/5)|01⟩`, is a unit vector with a
non-diagonal idempotent one-particle density matrix. -/
theorem idempotent_witness :
    ‖(!₂[0, 3/5, 4/5, 0] : Fock)‖ = 1 ∧
    oneRDM lower raise !₂[0, 3/5, 4/5, 0] = !![9/25, 12/25; 12/25, 16/25] ∧
    oneRDM lower raise !₂[0, 3/5, 4/5, 0] * oneRDM lower raise !₂[0, 3/5, 4/5, 0] =
      oneRDM lower raise !₂[0, 3/5, 4/5, 0] := by
  have h3 : (starRingEnd ℂ) 3 = 3 := by apply Complex.ext <;> simp
  have h4 : (starRingEnd ℂ) 4 = 4 := by apply Complex.ext <;> simp
  have h5 : (starRingEnd ℂ) 5 = 5 := by apply Complex.ext <;> simp
  have hG : oneRDM lower raise !₂[0, 3/5, 4/5, 0] = !![9/25, 12/25; 12/25, 16/25] := by
    ext p q
    fin_cases p <;> fin_cases q <;>
      simp [oneRDM, lower, raise, PiLp.inner_apply, Fin.sum_univ_four, h3, h4, h5] <;>
      norm_num
  refine ⟨?_, hG, ?_⟩
  · rw [EuclideanSpace.norm_eq, Real.sqrt_eq_one]
    simp [Fin.sum_univ_four]
    norm_num
  · rw [hG]
    ext p q
    fin_cases p <;> fin_cases q <;> simp [Matrix.mul_apply, Fin.sum_univ_two] <;> norm_num
```

**Q:** Does it run backwards? If the two-particle matrix factorises, must g be idempotent?

**A:** Not in this generality. Take v = (3/5)|00⟩ + (4/5)|10⟩. No pair can be removed from it, so its two-particle matrix is zero. Its only non-zero element of g is g_00 = 16/25, so g_pr g_qs − g_ps g_qr is zero as well. Yet (16/25)² ≠ 16/25. The state mixes even and odd particle numbers, which superselection forbids for an isolated electron system, so the example refutes the converse for general vectors and not for states of fixed particle number.

```lean
/-- The converse fails: for the unit vector `(3/5)|00⟩ + (4/5)|10⟩` the two-particle density
matrix factorises, but the one-particle density matrix is not idempotent. -/
theorem factorised_not_idempotent :
    ‖(!₂[3/5, 4/5, 0, 0] : Fock)‖ = 1 ∧
    (∀ p q r s, twoRDM lower raise !₂[3/5, 4/5, 0, 0] p q r s =
      oneRDM lower raise !₂[3/5, 4/5, 0, 0] p r * oneRDM lower raise !₂[3/5, 4/5, 0, 0] q s -
      oneRDM lower raise !₂[3/5, 4/5, 0, 0] p s * oneRDM lower raise !₂[3/5, 4/5, 0, 0] q r) ∧
    oneRDM lower raise !₂[3/5, 4/5, 0, 0] * oneRDM lower raise !₂[3/5, 4/5, 0, 0] ≠
      oneRDM lower raise !₂[3/5, 4/5, 0, 0] := by
  have h4 : (starRingEnd ℂ) 4 = 4 := by apply Complex.ext <;> simp
  have h5 : (starRingEnd ℂ) 5 = 5 := by apply Complex.ext <;> simp
  have hG : oneRDM lower raise !₂[3/5, 4/5, 0, 0] = !![16/25, 0; 0, 0] := by
    ext p q
    fin_cases p <;> fin_cases q <;>
      simp [oneRDM, lower, raise, PiLp.inner_apply, Fin.sum_univ_four, h4, h5]
    norm_num
  refine ⟨?_, ?_, ?_⟩
  · rw [EuclideanSpace.norm_eq, Real.sqrt_eq_one]
    simp [Fin.sum_univ_four]
    norm_num
  · intro p q r s
    rw [hG]
    fin_cases p <;> fin_cases q <;> fin_cases r <;> fin_cases s <;>
      simp [twoRDM, lower, raise, PiLp.inner_apply, Fin.sum_univ_four]
  · rw [hG]
    intro e
    have e0 := congrFun (congrFun e 0) 0
    norm_num [Matrix.mul_apply, Fin.sum_univ_two] at e0

end

end IdempotentDensityMatrix
```

```lean
#print axioms IdempotentDensityMatrix.twoRDM_eq_of_idempotent
#print axioms IdempotentDensityMatrix.number_sharp_of_idempotent
#print axioms IdempotentDensityMatrix.factorised_not_idempotent
```

```
'IdempotentDensityMatrix.twoRDM_eq_of_idempotent' depends on axioms: [propext, Classical.choice, Quot.sound]
'IdempotentDensityMatrix.number_sharp_of_idempotent' depends on axioms: [propext, Classical.choice, Quot.sound]
'IdempotentDensityMatrix.factorised_not_idempotent' depends on axioms: [propext, Classical.choice, Quot.sound]
```
